# For t ≥ 0, the diffusion kernel of a finite graph with symmetric nonnegative weights is positive definite, with nonnegative entries and unit row sums

A particle hops among finitely many sites, passing between sites i and j at a rate wᵢⱼ = wⱼᵢ ≥ 0. The probability pᵢ of finding it at site i obeys

dpᵢ/dt = ∑ⱼ wᵢⱼ (pⱼ − pᵢ) = −(L p)ᵢ,

where L is the graph Laplacian. The solution is p(t) = K(t) p(0) with K(t) = exp(−tL). For p(t) to be a probability distribution, K(t) must not produce negative values and must conserve the total. The total is conserved because the columns of L sum to zero, so that only the zeroth term of the exponential series contributes to it. Nonnegativity is not visible term by term, since the terms can have mixed signs.

The same matrix occurs in quantum mechanics: for a single particle on a finite lattice with hopping amplitudes −wᵢⱼ (i ≠ j) and on-site energies ∑_{j≠i} wᵢⱼ, L is the Hamiltonian and K(t) the imaginary-time propagator (ħ = 1).

The sites form a finite type `n`, and all matrices are real.

In Lean 4 with Mathlib:

```lean
import Mathlib

open Matrix

namespace GraphDiffusionKernel

noncomputable section

variable {n : Type*} [Fintype n] [DecidableEq n]
```

## The Laplacian and its exponential

In components,

Lᵢⱼ = δᵢⱼ ∑ₖ wᵢₖ − wᵢⱼ.

A self-loop wᵢᵢ enters the diagonal twice with opposite signs and cancels, so self-loops need not be excluded.

```lean
/-- The Laplacian of a weighted graph: total weight at each site on the diagonal,
minus the weight matrix. -/
def laplacian (w : Matrix n n ℝ) : Matrix n n ℝ :=
  Matrix.diagonal (fun i => ∑ j, w i j) - w
```

The kernel is defined directly as the matrix exponential; the rate equation above motivates this definition and does not appear in the code. Time and weights enter only through their product, so any consistent units will do.

```lean
/-- The diffusion kernel `exp (-t L)` of a weighted graph at time `t`. -/
def heatKernel (w : Matrix n n ℝ) (t : ℝ) : Matrix n n ℝ :=
  NormedSpace.exp ((-t) • laplacian w)
```

## The exponential series acting on an eigenvector

For every square matrix A,

exp(A) = ∑ₖ Aᵏ/k!, k = 0, 1, 2, …

The series converges because, in a submultiplicative norm, its terms with k ≥ 1 are bounded by those of the scalar series for exp(‖A‖). The proof selects such a norm locally and uses Mathlib's general theorem.

```lean
/-- The exponential series of a real square matrix converges to its exponential. -/
theorem hasSum_matrix_exp (A : Matrix n n ℝ) :
    HasSum (fun k : ℕ => ((k.factorial : ℝ)⁻¹) • A ^ k) (NormedSpace.exp A) := by
  let _ : NormedRing (Matrix n n ℝ) := Matrix.linftyOpNormedRing
  let _ : NormedAlgebra ℝ (Matrix n n ℝ) := Matrix.linftyOpNormedAlgebra
  exact NormedSpace.exp_series_hasSum_exp' (𝕂 := ℝ) A
```

Suppose A v = μ v. Then Aᵏ v = μᵏ v by induction, since

Aᵏ⁺¹ v = Aᵏ (A v) = μ Aᵏ v = μᵏ⁺¹ v.

Summing the series component by component gives

(exp(A) v)ᵢ = ∑ₖ (μᵏ/k!) vᵢ = e^μ vᵢ.

In the proof, `hp` is the induction. The map `φ` sends a matrix M to (M v)ᵢ; because it is additive and continuous, it may be applied term by term. Uniqueness of the limit then identifies the two sums.

```lean
/-- If `A v = μ v`, then the exponential of `A` multiplies `v` by `exp μ`. -/
theorem exp_mulVec_of_eigenvector (A : Matrix n n ℝ) (v : n → ℝ) (μ : ℝ)
    (h : A *ᵥ v = μ • v) : NormedSpace.exp A *ᵥ v = Real.exp μ • v := by
  have hp : ∀ k : ℕ, A ^ k *ᵥ v = μ ^ k • v := by
    intro k
    induction k with
    | zero => simp
    | succ k ih =>
      rw [pow_succ, ← Matrix.mulVec_mulVec, h, Matrix.mulVec_smul, ih, smul_smul,
        pow_succ, mul_comm]
  funext i
  -- apply the continuous functional `M ↦ (M v) i` to the series
  let φ : Matrix n n ℝ →+ ℝ :=
    { toFun := fun M => (M *ᵥ v) i
      map_zero' := by simp
      map_add' := by intro M N; simp [Matrix.add_mulVec] }
  have hφ : Continuous φ :=
    (continuous_apply i).comp (Continuous.matrix_mulVec continuous_id continuous_const)
  have h1 := (hasSum_matrix_exp A).map φ hφ
  have h0 : HasSum (fun k : ℕ => ((k.factorial : ℝ)⁻¹) • μ ^ k) (Real.exp μ) := by
    rw [Real.exp_eq_exp_ℝ]
    exact NormedSpace.exp_series_hasSum_exp' (𝕂 := ℝ) μ
  have h2 := h0.mul_right (v i)
  have he : (φ ∘ fun k : ℕ => ((k.factorial : ℝ)⁻¹) • A ^ k)
      = fun k : ℕ => (((k.factorial : ℝ)⁻¹) • μ ^ k) * v i := by
    funext k
    change ((((k.factorial : ℝ)⁻¹) • A ^ k) *ᵥ v) i = _
    rw [Matrix.smul_mulVec, hp]
    simp [mul_assoc]
  rw [he] at h1
  exact h1.unique h2
```

## A diagonal shift makes every term nonnegative

Let A have nonnegative off-diagonal entries, with a diagonal of any sign. Put c = ∑ₖ |Aₖₖ| and B = A + c·1. Every entry of B is nonnegative, and so is every entry of its powers, because

(Bᵏ⁺¹)ᵢⱼ = ∑ₗ (Bᵏ)ᵢₗ Bₗⱼ.

Hence exp(B) has nonnegative entries. Since B commutes with the identity,

exp(A) = exp(B) exp(−c·1) = e^(−c) exp(B),

and the positive factor e^(−c) leaves the signs unchanged.

The steps `hB`, `hpow` and `hexpB` follow this order. The value of exp(−c·1) in `hshift` comes from the eigenvector lemma, as −c·1 multiplies every vector by −c.

```lean
/-- The exponential of a real matrix with nonnegative off-diagonal entries
has only nonnegative entries. -/
theorem exp_nonneg_of_offDiag_nonneg (A : Matrix n n ℝ)
    (hA : ∀ i j, i ≠ j → 0 ≤ A i j) (i j : n) : 0 ≤ (NormedSpace.exp A) i j := by
  -- shift the diagonal until every entry is nonnegative
  obtain ⟨c, hc⟩ : ∃ c : ℝ, ∀ i, 0 ≤ A i i + c := by
    refine ⟨∑ k, |A k k|, fun i => ?_⟩
    have h1 : |A i i| ≤ ∑ k, |A k k| :=
      Finset.single_le_sum (f := fun k => |A k k|) (fun k _ => abs_nonneg _)
        (Finset.mem_univ i)
    linarith [neg_abs_le (A i i)]
  let B : Matrix n n ℝ := A + c • (1 : Matrix n n ℝ)
  have hB : ∀ i j, 0 ≤ B i j := by
    intro i j
    by_cases hij : i = j
    · subst hij
      simpa [B] using hc i
    · simpa [B, Matrix.one_apply_ne hij] using hA i j hij
  have hpow : ∀ k : ℕ, ∀ i j, 0 ≤ (B ^ k) i j := by
    intro k
    induction k with
    | zero =>
      intro i j
      rw [pow_zero, Matrix.one_apply]
      split_ifs <;> norm_num
    | succ k ih =>
      intro i j
      rw [pow_succ, Matrix.mul_apply]
      exact Finset.sum_nonneg fun l _ => mul_nonneg (ih i l) (hB l j)
  let φ : Matrix n n ℝ →+ ℝ :=
    { toFun := fun M => M i j
      map_zero' := rfl
      map_add' := fun _ _ => rfl }
  have hφ : Continuous φ := continuous_id.matrix_elem i j
  have hexpB : 0 ≤ (NormedSpace.exp B) i j := by
    have hs := (hasSum_matrix_exp B).map φ hφ
    exact hs.nonneg fun k => mul_nonneg (by positivity) (hpow k i j)
  -- undo the shift, which only costs a positive factor

  have hshift : NormedSpace.exp ((-c) • (1 : Matrix n n ℝ))
      = Real.exp (-c) • (1 : Matrix n n ℝ) := by
    apply Matrix.mulVec_injective
    funext v
    rw [exp_mulVec_of_eigenvector _ v (-c) (by rw [Matrix.smul_mulVec, Matrix.one_mulVec]),
      Matrix.smul_mulVec, Matrix.one_mulVec]
  have hsplit : A = B + (-c) • (1 : Matrix n n ℝ) := by
    simp only [B]
    module
  rw [hsplit, Matrix.exp_add_of_commute _ _ ((Commute.one_right B).smul_right (-c)), hshift,
    Matrix.mul_smul, Matrix.mul_one, Matrix.smul_apply, smul_eq_mul]
  exact mul_nonneg (Real.exp_pos _).le hexpB
```

## Composition in time and conservation of probability

Multiples of the same matrix commute, so exp(−(s+t)L) = exp(−sL) exp(−tL), that is,

K(s + t) = K(s) K(t).

This holds for all real s and t, whatever the weights.

```lean
/-- Diffusion for time `s + t` is diffusion for time `t` followed by time `s`. -/
theorem heatKernel_add (w : Matrix n n ℝ) (s t : ℝ) :
    heatKernel w (s + t) = heatKernel w s * heatKernel w t := by
  have h : (-(s + t)) • laplacian w = (-s) • laplacian w + (-t) • laplacian w := by module
  rw [heatKernel, h]
  exact Matrix.exp_add_of_commute _ _
    (((Commute.refl (laplacian w)).smul_left _).smul_right _)
```

Let u be the vector with all components 1. Then

(L u)ᵢ = ∑ⱼ wᵢⱼ − ∑ⱼ wᵢⱼ = 0,

so u is a zero mode of L, and the eigenvector lemma with μ = 0 gives K(t) u = u. Its component i reads ∑ⱼ Kᵢⱼ(t) = 1. Here too neither symmetry nor a sign condition is needed. When w is symmetric, so is K(t), and the unit column sums that conserve total probability follow.

```lean
/-- Every row of the diffusion kernel sums to one. -/
theorem heatKernel_row_sum (w : Matrix n n ℝ) (t : ℝ) (i : n) :
    ∑ j, heatKernel w t i j = 1 := by
  -- the uniform vector is a zero mode of the Laplacian
  have hL : laplacian w *ᵥ (fun _ => (1 : ℝ)) = 0 := by
    funext k
    rw [laplacian, Matrix.sub_mulVec, Pi.sub_apply, Matrix.mulVec_diagonal]
    simp [Matrix.mulVec, dotProduct]
  have h := congrFun (exp_mulVec_of_eigenvector ((-t) • laplacian w) (fun _ => 1) 0
    (by rw [Matrix.smul_mulVec, hL, smul_zero, zero_smul])) i
  simpa [heatKernel, Matrix.mulVec, dotProduct] using h
```

## The four properties together

The main theorem assumes symmetric weights (`hw`), nonnegative weights (`hpos`) and t ≥ 0 (`ht`). Its conclusion has four parts: K(t) equals its transpose; x·K(t)x > 0 for every nonzero real vector x; all entries are nonnegative; all row sums are one. The first two together are positive definiteness of a real matrix.

Symmetry holds because transposition passes through the exponential and Lᵀ = L. For the quadratic form, set y = K(t/2) x. Then

x·K(t)x = x·K(t/2)K(t/2)x = y·y = ∑ₖ yₖ² ≥ 0.

If this were zero, y would vanish, and x = K(−t/2) y would vanish too. In the code, `hhalf` splits the time, `hvec` uses symmetry to move one factor onto the left-hand x, and `hinv` supplies the inverse.

For the entries, the off-diagonal elements of −tL are t wᵢⱼ ≥ 0, so the shift argument applies. This is the only place where the signs of t and of the weights are used.

```lean
/-- For symmetric nonnegative weights and `t ≥ 0` the diffusion kernel is symmetric and
positive definite, has nonnegative entries, and has every row sum equal to one. -/
theorem heatKernel_main (w : Matrix n n ℝ) (hw : w.IsSymm) (hpos : ∀ i j, 0 ≤ w i j)
    (t : ℝ) (ht : 0 ≤ t) :
    (heatKernel w t).IsSymm ∧
    (∀ x : n → ℝ, x ≠ 0 → 0 < x ⬝ᵥ heatKernel w t *ᵥ x) ∧
    (∀ i j, 0 ≤ heatKernel w t i j) ∧
    (∀ i, ∑ j, heatKernel w t i j = 1) := by
  have hsymm : ∀ s, (heatKernel w s)ᵀ = heatKernel w s := by
    intro s
    rw [heatKernel, ← Matrix.exp_transpose, Matrix.transpose_smul, laplacian,
      Matrix.transpose_sub, Matrix.diagonal_transpose, hw.eq]
  refine ⟨hsymm t, fun x hx => ?_, fun i j => ?_, heatKernel_row_sum w t⟩
  · -- the quadratic form is the squared length of the half-time profile
    have hhalf : heatKernel w t = heatKernel w (t / 2) * heatKernel w (t / 2) := by
      rw [← heatKernel_add, add_halves]
    have hvec : x ᵥ* heatKernel w (t / 2) = heatKernel w (t / 2) *ᵥ x := by
      rw [← Matrix.vecMul_transpose, hsymm]
    rw [hhalf, ← Matrix.mulVec_mulVec, Matrix.dotProduct_mulVec, hvec]
    refine lt_of_le_of_ne (Finset.sum_nonneg fun k _ => mul_self_nonneg _) fun h0 => hx ?_
    have hy := dotProduct_self_eq_zero.mp h0.symm
    have hinv : heatKernel w (-(t / 2)) * heatKernel w (t / 2) = 1 := by
      rw [← heatKernel_add]
      simp [heatKernel]
    rw [← Matrix.one_mulVec x, ← hinv, ← Matrix.mulVec_mulVec, hy, Matrix.mulVec_zero]
  · apply exp_nonneg_of_offDiag_nonneg
    intro k l hkl
    have h := mul_nonneg ht (hpos k l)
    simpa [laplacian, Matrix.diagonal_apply_ne _ hkl] using h
```

## Diffusion keeps a profile within its initial bounds

If a ≤ fⱼ ≤ b at every site, then nonnegative entries and unit row sums make (K(t) f)ᵢ a weighted average:

a = ∑ⱼ Kᵢⱼ(t) a ≤ ∑ⱼ Kᵢⱼ(t) fⱼ ≤ ∑ⱼ Kᵢⱼ(t) b = b.

The two `calc` blocks are the two halves of this chain.

```lean
/-- Maximum principle: a profile with values between `a` and `b` keeps its values between `a` and
`b` under diffusion with symmetric nonnegative weights for a time `t ≥ 0`. -/
theorem heatKernel_bounds (w : Matrix n n ℝ) (hw : w.IsSymm) (hpos : ∀ i j, 0 ≤ w i j)
    (t : ℝ) (ht : 0 ≤ t) (f : n → ℝ) (a b : ℝ) (hf : ∀ j, a ≤ f j ∧ f j ≤ b) (i : n) :
    a ≤ (heatKernel w t *ᵥ f) i ∧ (heatKernel w t *ᵥ f) i ≤ b := by
  obtain ⟨-, -, hK, hrow⟩ := heatKernel_main w hw hpos t ht
  have hc : ∀ c : ℝ, ∑ j, heatKernel w t i j * c = c := fun c => by
    rw [← Finset.sum_mul, hrow, one_mul]
  constructor
  · calc a = ∑ j, heatKernel w t i j * a := (hc a).symm
      _ ≤ ∑ j, heatKernel w t i j * f j :=
        Finset.sum_le_sum fun j _ => mul_le_mul_of_nonneg_left (hf j).1 (hK i j)
  · calc ∑ j, heatKernel w t i j * f j ≤ ∑ j, heatKernel w t i j * b :=
        Finset.sum_le_sum fun j _ => mul_le_mul_of_nonneg_left (hf j).2 (hK i j)
      _ = b := hc b
```

## Two sites, and what goes wrong at negative time

Label two sites 0 and 1 and join them by an edge of weight g. The profile (1, −1) satisfies L(1, −1) = 2g (1, −1), so K(t) multiplies it by e = exp(−2gt). With the row sums this gives

K₀₀ + K₀₁ = 1, K₀₀ − K₀₁ = e,
K₁₀ + K₁₁ = 1, K₁₀ − K₁₁ = −e,

and therefore K₀₀ = K₁₁ = (1 + e)/2 and K₀₁ = K₁₀ = (1 − e)/2. The proof collects the same four equations as `r0`, `r1`, `d0` and `d1`, and `linarith` solves them.

```lean
/-- The diffusion kernel of two sites joined by an edge of weight `g`, in closed form. -/
theorem heatKernel_two_sites (g t : ℝ) :
    heatKernel !![0, g; g, 0] t =
      !![(1 + Real.exp (-2 * g * t)) / 2, (1 - Real.exp (-2 * g * t)) / 2;
         (1 - Real.exp (-2 * g * t)) / 2, (1 + Real.exp (-2 * g * t)) / 2] := by
  -- the antisymmetric profile is an eigenvector of `-t L` with eigenvalue `-2 g t`
  have hv : ((-t) • laplacian !![0, g; g, 0]) *ᵥ ![1, -1] = (-2 * g * t) • ![1, -1] := by
    funext i
    fin_cases i <;>
      simp [laplacian, Matrix.mulVec, dotProduct, Fin.sum_univ_two] <;> ring
  have h := exp_mulVec_of_eigenvector _ _ _ hv
  change heatKernel !![0, g; g, 0] t *ᵥ ![1, -1] = _ at h
  have r0 := heatKernel_row_sum !![0, g; g, 0] t 0
  have r1 := heatKernel_row_sum !![0, g; g, 0] t 1
  have d0 := congrFun h 0
  have d1 := congrFun h 1
  generalize heatKernel !![0, g; g, 0] t = K at *
  generalize Real.exp (-2 * g * t) = e at *
  simp [Matrix.mulVec, dotProduct, Fin.sum_univ_two] at r0 r1 d0 d1
  ext i j
  fin_cases i <;> fin_cases j <;> simp <;> linarith
```

Now drop the condition t ≥ 0. For g > 0 and t < 0 the exponent −2gt is positive, so e > 1 and K₀₁ < 0. With g = 1 and t = −1, K₀₁ = (1 − exp(2))/2 ≈ −3.19: a particle placed at site 1 would be assigned a negative probability at site 0. The row sums are still one. Since the closed form depends only on the product gt, a negative weight at positive time fails in the same way.

```lean
/-- For two sites with a positive edge weight, the off-diagonal kernel entry is negative
at every negative time. -/
theorem heatKernel_negative_time (g t : ℝ) (hg : 0 < g) (ht : t < 0) :
    heatKernel !![0, g; g, 0] t 0 1 < 0 := by
  have h1 : 1 < Real.exp (-2 * g * t) :=
    Real.one_lt_exp_iff.mpr (by nlinarith [mul_pos hg (neg_pos.mpr ht)])
  rw [heatKernel_two_sites]
  change (1 - Real.exp (-2 * g * t)) / 2 < 0
  linarith

end

end GraphDiffusionKernel
```

```lean
#print axioms GraphDiffusionKernel.heatKernel_main
#print axioms GraphDiffusionKernel.heatKernel_bounds
#print axioms GraphDiffusionKernel.heatKernel_negative_time
```

```
'GraphDiffusionKernel.heatKernel_main' depends on axioms: [propext, Classical.choice, Quot.sound]
'GraphDiffusionKernel.heatKernel_bounds' depends on axioms: [propext, Classical.choice, Quot.sound]
'GraphDiffusionKernel.heatKernel_negative_time' depends on axioms: [propext, Classical.choice, Quot.sound]
```
